# The su(1,1) Casimir of two bosonic modes is fixed by their number difference

## Pairs created in two modes

A non-degenerate parametric down-converter with a strong classical pump emits photons in pairs, one into a signal mode and one into an idler mode. In a uniform, weakly interacting Bose condensate at rest, atoms likewise leave the condensate in pairs with momenta k and −k. The number of pairs is not conserved in either case. What stays fixed while pairs come and go, and how does it sort the two-mode states?

Let a and b annihilate a quantum in the two modes, and let N_a = a†a and N_b = b†b be the number operators. Pair creation, pair annihilation and half the symmetrised total number are described by

K₊ = a†b†

K₋ = ab

K₀ = (N_a + N_b + 1)/2

Write Δ = N_a − N_b for the number difference and C = K₀² − K₀ − K₊K₋ for the Casimir operator. The results are

[K₋, K₊] = 2K₀, [K₀, K₊] = K₊, [K₀, K₋] = −K₋

[Δ, K₊] = [Δ, K₋] = [Δ, K₀] = 0

C = (Δ² − 1)/4

In the Bogoliubov theory of a uniform condensate at rest, the quadratic Hamiltonian of the modes k and −k is, up to a constant, a linear combination of K₀, K₊ and K₋. A numerical treatment of this two-mode model can therefore handle each value of Δ separately.

## The statement in Lean

The operators are elements of an arbitrary complex algebra `R`. The letters `ad` and `bd` stand for a† and b†; `ad` has nothing to do with the adjoint representation. The structure `TwoModeCCR` collects the assumptions: `a_ad` and `b_bd` say that each mode obeys [a, a†] = 1 or [b, b†] = 1, and four `Commute` fields say that operators of different modes commute. These are the canonical relations for independent bosons, and no relation between the K operators is assumed.

`Kp`, `Km`, `K0`, `numberDiff` and `casimir` are definitions matching K₊, K₋, K₀, Δ and C. The symbol `•` multiplies an operator by a complex number. The theorems `su11_relations`, `numberDiff_conserved` and `casimir_eq` state the three lines of results above.

The theorem `fock_casimir` concerns the usual Fock operators, acting on amplitudes f(m,n) of finding m and n quanta. It says that C multiplies f(m,n) by ((m − n)² − 1)/4.

The amplitudes are arbitrary functions of m and n, with no inner product and no normalisation. The step left to the reader is the passage to Hilbert space, where a† is the adjoint of a and these unbounded operators need domains. Matrices in a truncated number basis don't satisfy `TwoModeCCR`, because [a, a†] = 1 fails at the highest retained level.

## Reordering the pair products

Operators of different modes commute, so

K₊K₋ = a†b†ab = (a†a)(b†b) = N_a N_b

K₋K₊ = aba†b† = (aa†)(bb†) = (N_a + 1)(N_b + 1)

The last step uses aa† = a†a + 1 and its analogue for b. Subtraction gives

[K₋, K₊] = N_a + N_b + 1 = 2K₀

## Shifting the occupation numbers

In one mode,

N_a a† = a†(aa†) = a†(N_a + 1) = a†N_a + a†

N_a a = (aa† − 1)a = aN_a − a

Since N_a commutes with b and b†, multiplying on the right by b† or b gives

N_a K₊ = K₊N_a + K₊

N_a K₋ = K₋N_a − K₋

The same holds with N_b in place of N_a. Half the sum of the two shifts gives

[K₀, K₊] = (K₊ + K₊)/2 = K₊

[K₀, K₋] = (−K₋ − K₋)/2 = −K₋

In Δ the two shifts cancel, so Δ commutes with K₊ and K₋. It commutes with K₀ because N_a and N_b commute.

## Evaluating the Casimir operator

Put S = N_a + N_b, so that K₀ = (S + 1)/2. Then

K₀² − K₀ = K₀(K₀ − 1) = (S + 1)(S − 1)/4 = (S² − 1)/4

Because N_a and N_b commute, S² − 4N_a N_b = (N_a − N_b)² = Δ². Hence

C = (S² − 1)/4 − N_a N_b = (Δ² − 1)/4

## Occupation amplitudes and the vacuum

On amplitudes, the operators of the first mode act as

(af)(m,n) = √(m+1) f(m+1,n)

(a†f)(m,n) = √m f(m−1,n), with value 0 at m = 0

Applying both in either order gives

(aa†f)(m,n) = (m+1) f(m,n)

(a†af)(m,n) = m f(m,n)

The difference is f(m,n), as [a, a†] = 1 requires. The second mode works in the same way on n, and operators acting on different indices commute. Thus Δ multiplies f(m,n) by m − n, and the Casimir formula gives

(Cf)(m,n) = ((m − n)² − 1)/4 · f(m,n)

The smallest case is the vacuum, m = n = 0. There K₀ has the value 1/2 and K₋ gives zero, so C = 1/4 − 1/2 = −1/4, in agreement with the formula. Every state with equal occupations has this same value.

## A single squeezed mode

Pairs within one mode can be treated in a similar way, but reordering K₊K₋ now uses [a, a†] = 1. Take K₊ = (a†)²/2, K₋ = a²/2 and K₀ = (N_a + 1/2)/2. Then a†a†aa = a†(aa† − 1)a = N_a² − N_a, so K₊K₋ = N_a(N_a − 1)/4. Since K₀² − K₀ = (N_a² − N_a − 3/4)/4, subtraction gives

K₀² − K₀ − K₊K₋ = −3/16

The number operator drops out altogether. This one-mode formula is derived here in prose and is not part of the Lean code.

## The complete Lean file

```lean
import Mathlib

noncomputable section

namespace TwoModeSU11

variable {R : Type*} [Ring R]

/-- The canonical commutation relations of two independent bosonic modes with annihilation
operators `a`, `b` and creation operators `ad`, `bd`. -/
structure TwoModeCCR (a ad b bd : R) : Prop where
  a_ad : a * ad - ad * a = 1
  b_bd : b * bd - bd * b = 1
  a_b : Commute a b
  a_bd : Commute a bd
  ad_b : Commute ad b
  ad_bd : Commute ad bd

/-- The pair creation operator `K₊ = a† b†`. -/
def Kp (ad bd : R) : R := ad * bd

/-- The pair annihilation operator `K₋ = a b`. -/
def Km (a b : R) : R := a * b

/-- The number difference `a† a - b† b` of the two modes. -/
def numberDiff (a ad b bd : R) : R := ad * a - bd * b

/-- If `n` shifts `c` by `e` and commutes with `d`, then it shifts `c d` by `e d`. -/
theorem shift_mul {n c d e : R} (hc : n * c = c * n + e) (hd : Commute n d) :
    n * (c * d) = c * d * n + e * d := by
  rw [← mul_assoc n c d, hc, add_mul, mul_assoc c n d, hd.eq, ← mul_assoc c d n]

/-- In one bosonic mode the creation operator raises the number operator by one and the
annihilation operator lowers it by one. -/
theorem number_ladder {c cd : R} (h : c * cd - cd * c = 1) :
    cd * c * cd = cd * (cd * c) + cd ∧ cd * c * c = c * (cd * c) + -c := by
  have h' : c * cd = cd * c + 1 := by rw [← h]; abel
  constructor
  · rw [mul_assoc cd c cd, h', mul_add, mul_one]
  · rw [← mul_assoc c cd c, h', add_mul, one_mul]
    abel

/-- The number operators of two independent bosonic modes commute. -/
theorem numbers_commute {a ad b bd : R} (h : TwoModeCCR a ad b bd) :
    Commute (ad * a) (bd * b) :=
  (h.ad_bd.mul_right h.ad_b).mul_left (h.a_bd.mul_right h.a_b)

/-- For two independent bosonic modes, `K₊ K₋ = N_a N_b` and `K₋ K₊ = (N_a + 1)(N_b + 1)`. -/
theorem pair_products {a ad b bd : R} (h : TwoModeCCR a ad b bd) :
    Kp ad bd * Km a b = ad * a * (bd * b) ∧
    Km a b * Kp ad bd = (ad * a + 1) * (bd * b + 1) := by
  have ha : ad * a + 1 = a * ad := by rw [← h.a_ad]; abel
  have hb : bd * b + 1 = b * bd := by rw [← h.b_bd]; abel
  constructor
  · exact h.a_bd.symm.mul_mul_mul_comm ad b
  · rw [ha, hb]
    exact h.ad_b.symm.mul_mul_mul_comm a bd

/-- For two independent bosonic modes, `K₊` raises and `K₋` lowers the occupation number of
each mode by one. -/
theorem number_pair {a ad b bd : R} (h : TwoModeCCR a ad b bd) :
    (ad * a * Kp ad bd = Kp ad bd * (ad * a) + Kp ad bd ∧
      bd * b * Kp ad bd = Kp ad bd * (bd * b) + Kp ad bd) ∧
    (ad * a * Km a b = Km a b * (ad * a) + -Km a b ∧
      bd * b * Km a b = Km a b * (bd * b) + -Km a b) := by
  obtain ⟨ha₁, ha₂⟩ := number_ladder h.a_ad
  obtain ⟨hb₁, hb₂⟩ := number_ladder h.b_bd
  unfold Kp Km
  refine ⟨⟨shift_mul ha₁ (h.ad_bd.mul_left h.a_bd), ?_⟩, ?_, ?_⟩
  · rw [h.ad_bd.eq]
    exact shift_mul hb₁ (h.ad_bd.symm.mul_left h.ad_b.symm)
  · rw [← neg_mul]
    exact shift_mul ha₂ (h.ad_b.mul_left h.a_b)
  · rw [h.a_b.eq, ← neg_mul]
    exact shift_mul hb₂ (h.a_bd.symm.mul_left h.a_b.symm)

variable [Algebra ℂ R]

/-- The operator `K₀ = (a† a + b† b + 1) / 2`. -/
def K0 (a ad b bd : R) : R := (1 / 2 : ℂ) • (ad * a + bd * b + 1)

/-- The Casimir operator `K₀² - K₀ - K₊ K₋`. -/
def casimir (a ad b bd : R) : R :=
  K0 a ad b bd ^ 2 - K0 a ad b bd - Kp ad bd * Km a b

/-- The pair operators of two independent bosonic modes obey the su(1,1) relations
`[K₋, K₊] = 2 K₀`, `[K₀, K₊] = K₊` and `[K₀, K₋] = -K₋`. -/
theorem su11_relations {a ad b bd : R} (h : TwoModeCCR a ad b bd) :
    Km a b * Kp ad bd - Kp ad bd * Km a b = (2 : ℂ) • K0 a ad b bd ∧
    K0 a ad b bd * Kp ad bd - Kp ad bd * K0 a ad b bd = Kp ad bd ∧
    K0 a ad b bd * Km a b - Km a b * K0 a ad b bd = -Km a b := by
  obtain ⟨⟨p₁, p₂⟩, m₁, m₂⟩ := number_pair h
  refine ⟨?_, ?_, ?_⟩
  · rw [(pair_products h).1, (pair_products h).2]
    simp only [K0, add_mul, mul_add, one_mul, mul_one]
    module
  · simp only [K0, smul_mul_assoc, mul_smul_comm, add_mul, mul_add, one_mul, mul_one, p₁, p₂]
    module
  · simp only [K0, smul_mul_assoc, mul_smul_comm, add_mul, mul_add, one_mul, mul_one, m₁, m₂]
    module

/-- For two independent bosonic modes the number difference commutes with `K₊`, `K₋`
and `K₀`. -/
theorem numberDiff_conserved {a ad b bd : R} (h : TwoModeCCR a ad b bd) :
    Commute (numberDiff a ad b bd) (Kp ad bd) ∧
    Commute (numberDiff a ad b bd) (Km a b) ∧
    Commute (numberDiff a ad b bd) (K0 a ad b bd) := by
  obtain ⟨⟨p₁, p₂⟩, m₁, m₂⟩ := number_pair h
  have hN := (numbers_commute h).eq
  unfold numberDiff Commute SemiconjBy
  refine ⟨?_, ?_, ?_⟩
  · rw [sub_mul, mul_sub, p₁, p₂]
    abel
  · rw [sub_mul, mul_sub, m₁, m₂]
    abel
  · simp only [K0, smul_mul_assoc, mul_smul_comm, add_mul, mul_add, sub_mul, mul_sub,
      one_mul, mul_one, hN]
    module

/-- For two independent bosonic modes the su(1,1) Casimir operator equals
`((a† a - b† b)² - 1) / 4`. -/
theorem casimir_eq {a ad b bd : R} (h : TwoModeCCR a ad b bd) :
    casimir a ad b bd = (1 / 4 : ℂ) • (numberDiff a ad b bd ^ 2 - 1) := by
  have hN := (numbers_commute h).eq
  -- express everything through the two commuting number operators
  rw [casimir, (pair_products h).1]
  simp only [K0, numberDiff, pow_two, smul_mul_assoc, mul_smul_comm, add_mul, mul_add,
    sub_mul, mul_sub, one_mul, mul_one, hN]
  module

/-- The Fock-space factor `√k`. -/
def amp (k : ℕ) : ℂ := ((Real.sqrt (k : ℝ) : ℝ) : ℂ)

/-- The Fock-space factors square to the occupation number. -/
theorem amp_mul (k : ℕ) : amp k * amp k = (k : ℂ) := by
  rw [amp, ← Complex.ofReal_mul, Real.mul_self_sqrt (Nat.cast_nonneg k), Complex.ofReal_natCast]

/-- Removing and restoring a quantum multiplies the amplitude at occupation `m` by `m`. -/
theorem amp_lower (m : ℕ) (g : ℕ → ℂ) :
    amp m * (amp (m - 1 + 1) * g (m - 1 + 1)) = m * g m := by
  cases m with
  | zero => simp [amp]
  | succ k => rw [Nat.add_sub_cancel, ← mul_assoc, amp_mul]

/-- Adding and removing a quantum multiplies the amplitude at occupation `m` by `m + 1`. -/
theorem amp_raise (m : ℕ) (z : ℂ) : amp (m + 1) * (amp (m + 1) * z) = (m + 1) * z := by
  rw [← mul_assoc, amp_mul, Nat.cast_add, Nat.cast_one]

/-- Annihilation in the first mode, acting on amplitudes `f m n` of occupation numbers. -/
def fockA : Module.End ℂ (ℕ → ℕ → ℂ) where
  toFun f := fun m n => amp (m + 1) * f (m + 1) n
  map_add' f g := by funext m n; simp [mul_add]
  map_smul' c f := by funext m n; simp [mul_left_comm]

/-- Creation in the first mode; the amplitude at `m = 0` becomes zero. -/
def fockAd : Module.End ℂ (ℕ → ℕ → ℂ) where
  toFun f := fun m n => amp m * f (m - 1) n
  map_add' f g := by funext m n; simp [mul_add]
  map_smul' c f := by funext m n; simp [mul_left_comm]

/-- Annihilation in the second mode, acting on amplitudes `f m n` of occupation numbers. -/
def fockB : Module.End ℂ (ℕ → ℕ → ℂ) where
  toFun f := fun m n => amp (n + 1) * f m (n + 1)
  map_add' f g := by funext m n; simp [mul_add]
  map_smul' c f := by funext m n; simp [mul_left_comm]

/-- Creation in the second mode; the amplitude at `n = 0` becomes zero. -/
def fockBd : Module.End ℂ (ℕ → ℕ → ℂ) where
  toFun f := fun m n => amp n * f m (n - 1)
  map_add' f g := by funext m n; simp [mul_add]
  map_smul' c f := by funext m n; simp [mul_left_comm]

/-- The Fock operators on two-mode amplitudes satisfy the canonical commutation relations. -/
theorem twoModeCCR_witness : TwoModeCCR fockA fockAd fockB fockBd := by
  constructor
  · refine LinearMap.ext fun f => funext fun m => funext fun n => ?_
    have h₁ := amp_raise m (f m n)
    have h₂ : amp m * (amp (m - 1 + 1) * f (m - 1 + 1) n) = m * f m n :=
      amp_lower m (fun k => f k n)
    simp only [LinearMap.sub_apply, Pi.sub_apply, Module.End.mul_apply, Module.End.one_apply,
      fockA, fockAd, LinearMap.coe_mk, AddHom.coe_mk, Nat.add_sub_cancel]
    linear_combination h₁ - h₂
  · refine LinearMap.ext fun f => funext fun m => funext fun n => ?_
    have h₁ := amp_raise n (f m n)
    have h₂ := amp_lower n (f m)
    simp only [LinearMap.sub_apply, Pi.sub_apply, Module.End.mul_apply, Module.End.one_apply,
      fockB, fockBd, LinearMap.coe_mk, AddHom.coe_mk, Nat.add_sub_cancel]
    linear_combination h₁ - h₂
  -- operators of different modes act on different occupation numbers
  all_goals
    refine LinearMap.ext fun f => funext fun m => funext fun n => ?_
    simp only [Module.End.mul_apply, fockA, fockAd, fockB, fockBd, LinearMap.coe_mk,
      AddHom.coe_mk]
    ring

/-- On two-mode Fock amplitudes the Casimir operator multiplies the amplitude at occupation
numbers `m`, `n` by `((m - n)² - 1) / 4`. -/
theorem fock_casimir (f : ℕ → ℕ → ℂ) (m n : ℕ) :
    casimir fockA fockAd fockB fockBd f m n = (((m : ℂ) - n) ^ 2 - 1) / 4 * f m n := by
  -- the number difference is diagonal in the occupation numbers
  have hD : ∀ g : ℕ → ℕ → ℂ,
      numberDiff fockA fockAd fockB fockBd g m n = ((m : ℂ) - n) * g m n := by
    intro g
    have h₁ : amp m * (amp (m - 1 + 1) * g (m - 1 + 1) n) = m * g m n :=
      amp_lower m (fun k => g k n)
    have h₂ := amp_lower n (g m)
    simp only [numberDiff, LinearMap.sub_apply, Pi.sub_apply, Module.End.mul_apply,
      fockA, fockAd, fockB, fockBd, LinearMap.coe_mk, AddHom.coe_mk]
    linear_combination h₁ - h₂
  rw [casimir_eq twoModeCCR_witness]
  simp only [LinearMap.smul_apply, Pi.smul_apply, LinearMap.sub_apply, Pi.sub_apply, pow_two,
    Module.End.mul_apply, Module.End.one_apply, hD, smul_eq_mul]
  ring

end TwoModeSU11
```

```lean
#print axioms TwoModeSU11.su11_relations
#print axioms TwoModeSU11.numberDiff_conserved
#print axioms TwoModeSU11.fock_casimir
```

```
'TwoModeSU11.su11_relations' depends on axioms: [propext, Classical.choice, Quot.sound]
'TwoModeSU11.numberDiff_conserved' depends on axioms: [propext, Classical.choice, Quot.sound]
'TwoModeSU11.fock_casimir' depends on axioms: [propext, Classical.choice, Quot.sound]
```

## From one-mode shifts to the algebra

`number_ladder` proves the two one-mode shifts by regrouping the product and replacing aa† with a†a + 1. `shift_mul` carries a shift through a further factor that commutes with the number operator. `number_pair` combines them into four statements: each number operator is shifted up by K₊ and down by K₋. For the second mode it first swaps the two factors of the pair operator, so that the shifted factor stands on the left.

`pair_products` is the reordering step. The lemma `mul_mul_mul_comm` exchanges the two middle factors, which is allowed because they belong to different modes. `numbers_commute` assembles the commutation of N_a and N_b from the four relations between modes.

In `su11_relations`, the first commutator follows from the pair products and the other two from the shifts. After `simp only` has multiplied out the brackets, `module` compares the coefficients, including the factors 1/2. For K₊ and K₋, `numberDiff_conserved` uses the same shifts with a minus sign between the modes, and they cancel; for K₀ it uses `numbers_commute`.

`casimir_eq` replaces K₊K₋ by N_a N_b and expands both squares. The equation `hN` brings the mixed products into one order, after which `module` finishes the comparison. This calculation draws only on the relations between different modes, although the theorem takes the whole `TwoModeCCR` as its hypothesis.

## From the algebra to Fock amplitudes

`amp` is the factor √k, and `amp_mul` says that its square is k. `amp_raise` and `amp_lower` compute the two orders of creation and annihilation. The case m = 0 is separate in `amp_lower` because subtraction of natural numbers gives 0 − 1 = 0; the factor √0 removes the unwanted term.

`twoModeCCR_witness` checks the six relations at each pair m, n. For the first two, `linear_combination h₁ - h₂` subtracts m f(m,n) from (m+1) f(m,n), or does the same with n. The four relations between modes reduce to reordering numerical factors, which `ring` does.

In `fock_casimir`, the intermediate statement `hD` shows that Δ acts as multiplication by m − n. Rewriting with `casimir_eq` and applying `hD` twice gives the stated eigenvalue, so the square roots never enter the Casimir calculation itself.
